# Amplitude amplification turns the start state by twice its initial angle in every round

Let s be the uniform superposition of four basis states, g the one marked state among them and b the normalised sum of the other three, so that s = ½ g + (√3/2) b lies at 30° from b towards g. Flipping the sign of the g component moves the state to −30°, and reflecting the result about s moves it to 90°, which is g itself.

```lean
import Mathlib

noncomputable section

namespace AmplitudeAmplification

variable {E : Type*} [NormedAddCommGroup E] [InnerProductSpace ℂ E]

/-- The operator `s s†`, sending `x` to `⟨s, x⟩ s`. -/
def ketBra (s : E) : Module.End ℂ E where
  toFun x := inner ℂ s x • s
  map_add' x y := by rw [inner_add_right, add_smul]
  map_smul' c x := by rw [inner_smul_right, mul_smul, RingHom.id_apply]

/-- The amplification operator `G = (2 s s† - 1)(1 - 2P)`. -/
def amplifier (s : E) (P : Module.End ℂ E) : Module.End ℂ E :=
  ((2 : ℂ) • ketBra s - 1) * (1 - (2 : ℂ) • P)

/-- The state `sin θ g + cos θ b` in the plane of `g` and `b`. -/
def planeState (g b : E) (θ : ℝ) : E :=
  ((Real.sin θ : ℝ) : ℂ) • g + ((Real.cos θ : ℝ) : ℂ) • b

/-- The vectors `g` (good) and `b` (bad) are orthonormal, `P` fixes `g` and annihilates `b`. -/
structure GoodBad (P : Module.End ℂ E) (g b : E) : Prop where
  norm_good : ‖g‖ = 1
  norm_bad : ‖b‖ = 1
  orth : inner ℂ g b = 0
  good : P g = g
  bad : P b = 0

variable {P : Module.End ℂ E} {g b : E}

/-- The overlap of two plane states is the cosine of the difference of their angles. -/
theorem inner_planeState (h : GoodBad P g b) (a θ : ℝ) :
    inner ℂ (planeState g b a) (planeState g b θ) = ((Real.cos (θ - a) : ℝ) : ℂ) := by
  have hg : inner ℂ g g = (1 : ℂ) := by
    rw [inner_self_eq_norm_sq_to_K, h.norm_good]; simp
  have hb : inner ℂ b b = (1 : ℂ) := by
    rw [inner_self_eq_norm_sq_to_K, h.norm_bad]; simp
  have hbg : inner ℂ b g = (0 : ℂ) := by
    rw [← inner_conj_symm, h.orth, map_zero]
  simp only [planeState, inner_add_left, inner_add_right, inner_smul_left, inner_smul_right,
    Complex.conj_ofReal, hg, hb, h.orth, hbg, Real.cos_sub]
  push_cast
  ring

/-- The oracle `1 - 2P` reverses the angle of a plane state. -/
theorem oracle_planeState (h : GoodBad P g b) (θ : ℝ) :
    (1 - (2 : ℂ) • P) (planeState g b θ) = planeState g b (-θ) := by
  simp only [planeState, LinearMap.sub_apply, Module.End.one_apply, LinearMap.smul_apply,
    map_add, map_smul, h.good, h.bad, Real.sin_neg, Real.cos_neg, Complex.ofReal_neg]
  module

/-- The reflection `2 s s† - 1` about the plane state `s` of angle `a` sends the angle `θ`
to `2a - θ`. -/
theorem reflection_planeState (h : GoodBad P g b) (a θ : ℝ) :
    ((2 : ℂ) • ketBra (planeState g b a) - 1) (planeState g b θ)
      = planeState g b (2 * a - θ) := by
  have hk : ketBra (planeState g b a) (planeState g b θ)
      = ((Real.cos (θ - a) : ℝ) : ℂ) • planeState g b a := by
    change inner ℂ (planeState g b a) (planeState g b θ) • planeState g b a = _
    rw [inner_planeState h]
  -- the two components of the reflected vector
  have h1 : Real.sin (2 * a - θ) = 2 * Real.cos (θ - a) * Real.sin a - Real.sin θ := by
    rw [Real.sin_sub, Real.sin_two_mul, Real.cos_two_mul, Real.cos_sub]
    linear_combination (-2 * Real.sin θ) * Real.sin_sq_add_cos_sq a
  have h2 : Real.cos (2 * a - θ) = 2 * Real.cos (θ - a) * Real.cos a - Real.cos θ := by
    rw [Real.cos_sub (2 * a) θ, Real.cos_sub θ a, Real.sin_two_mul, Real.cos_two_mul]
    ring
  rw [LinearMap.sub_apply, LinearMap.smul_apply, Module.End.one_apply, hk]
  simp only [planeState, h1, h2, Complex.ofReal_sub, Complex.ofReal_mul, Complex.ofReal_ofNat]
  module

/-- One round of amplification advances the angle of a plane state by `2a`. -/
theorem amplifier_planeState (h : GoodBad P g b) (a θ : ℝ) :
    amplifier (planeState g b a) P (planeState g b θ) = planeState g b (θ + 2 * a) := by
  rw [amplifier, Module.End.mul_apply, oracle_planeState h, reflection_planeState h]
  congr 1
  ring

/-- Amplitude amplification: `G^k s = sin((2k+1)a) g + cos((2k+1)a) b` for
`s = sin a g + cos a b` and every `k`. -/
theorem amplitude_amplification (h : GoodBad P g b) (a : ℝ) (k : ℕ) :
    (amplifier (planeState g b a) P ^ k) (planeState g b a)
      = planeState g b ((2 * k + 1) * a) := by
  induction k with
  | zero => simp
  | succ k ih =>
    rw [pow_succ', Module.End.mul_apply, ih, amplifier_planeState h]
    congr 1
    push_cast
    ring

/-- After `k` rounds the squared norm of the component selected by `P` is `sin²((2k+1)a)`. -/
theorem success_probability (h : GoodBad P g b) (a : ℝ) (k : ℕ) :
    ‖P ((amplifier (planeState g b a) P ^ k) (planeState g b a))‖ ^ 2
      = Real.sin ((2 * k + 1) * a) ^ 2 := by
  have hP : ∀ θ : ℝ, P (planeState g b θ) = ((Real.sin θ : ℝ) : ℂ) • g := fun θ => by
    simp only [planeState, map_add, map_smul, h.good, h.bad, smul_zero, add_zero]
  rw [amplitude_amplification h, hP, norm_smul, Complex.norm_real, Real.norm_eq_abs,
    h.norm_good, mul_one, sq_abs]

/-- For `0 < a ≤ π/2`, the squared norm of the component selected by `P` after `⌊π/(4a)⌋` rounds is
at least `cos² a`. -/
theorem success_after_floor_rounds (h : GoodBad P g b) {a : ℝ} (ha : 0 < a)
    (ha' : a ≤ Real.pi / 2) :
    Real.cos a ^ 2 ≤
      ‖P ((amplifier (planeState g b a) P ^ ⌊Real.pi / (4 * a)⌋₊) (planeState g b a))‖ ^ 2 := by
  rw [success_probability h]
  have hpi := Real.pi_pos
  have h4 : 0 < 4 * a := by linarith
  have h1 := Nat.floor_le (div_pos hpi h4).le
  have h2 := Nat.lt_floor_add_one (Real.pi / (4 * a))
  generalize ⌊Real.pi / (4 * a)⌋₊ = k at h1 h2 ⊢
  rw [le_div_iff₀ h4] at h1
  rw [div_lt_iff₀ h4] at h2
  -- the final angle misses `π/2` by at most `a`
  have hd : |(2 * (k : ℝ) + 1) * a - Real.pi / 2| ≤ a :=
    abs_le.mpr ⟨by linarith, by linarith⟩
  have hc := Real.cos_le_cos_of_nonneg_of_le_pi (abs_nonneg _) (by linarith) hd
  rw [Real.cos_abs, Real.cos_sub_pi_div_two] at hc
  exact pow_le_pow_left₀ (Real.cos_nonneg_of_mem_Icc ⟨by linarith, ha'⟩) hc 2

/-- At `a = π/6` a single round turns the start state into `g`. -/
theorem one_round_exact (h : GoodBad P g b) :
    amplifier (planeState g b (Real.pi / 6)) P (planeState g b (Real.pi / 6)) = g := by
  rw [amplifier_planeState h, show Real.pi / 6 + 2 * (Real.pi / 6) = Real.pi / 2 by ring]
  simp only [planeState, Real.sin_pi_div_two, Real.cos_pi_div_two, Complex.ofReal_one,
    Complex.ofReal_zero, one_smul, zero_smul, add_zero]

/-- For an orthogonal projector `P` and a unit vector `s` with `‖P s‖ = sin a`, `0 < a < π/2`,
there are good and bad vectors in which `s` has angle `a` and `G^k s` has angle `(2k+1)a`. -/
theorem amplification_of_projector (hS : P.IsSymmetric) (hP : P * P = P) {s : E}
    (hs : ‖s‖ = 1) {a : ℝ} (ha : 0 < a) (ha' : a < Real.pi / 2) (hn : ‖P s‖ = Real.sin a) :
    ∃ g b : E, GoodBad P g b ∧ s = planeState g b a ∧
      ∀ k : ℕ, (amplifier s P ^ k) s = planeState g b ((2 * k + 1) * a) := by
  have hsin : 0 < Real.sin a := Real.sin_pos_of_pos_of_lt_pi ha (by linarith)
  have hcos : 0 < Real.cos a := Real.cos_pos_of_mem_Ioo ⟨by linarith, ha'⟩
  have hPP : P (P s) = P s := LinearMap.congr_fun hP s
  have horth : inner ℂ (P s) (s - P s) = 0 := by
    rw [inner_sub_right, ← hS (P s) s, hPP, sub_self]
  -- Pythagoras fixes the length of the bad component
  have hm : ‖s - P s‖ = Real.cos a := by
    have hp := norm_add_sq (𝕜 := ℂ) (P s) (s - P s)
    rw [horth, add_sub_cancel, hs, hn, map_zero] at hp
    exact (sq_eq_sq₀ (norm_nonneg _) hcos.le).mp (by linarith [Real.sin_sq_add_cos_sq a])
  have key : ∃ g b : E, GoodBad P g b ∧ s = planeState g b a := by
    refine ⟨((Real.sin a : ℝ) : ℂ)⁻¹ • P s, ((Real.cos a : ℝ) : ℂ)⁻¹ • (s - P s),
      ⟨?_, ?_, ?_, ?_, ?_⟩, ?_⟩
    · rw [norm_smul, norm_inv, Complex.norm_real, Real.norm_of_nonneg hsin.le, hn,
        inv_mul_cancel₀ hsin.ne']
    · rw [norm_smul, norm_inv, Complex.norm_real, Real.norm_of_nonneg hcos.le, hm,
        inv_mul_cancel₀ hcos.ne']
    · rw [inner_smul_left, inner_smul_right, horth, mul_zero, mul_zero]
    · rw [map_smul, hPP]
    · rw [map_smul, map_sub, hPP, sub_self, smul_zero]
    · rw [planeState, smul_inv_smul₀ (Complex.ofReal_ne_zero.mpr hsin.ne'),
        smul_inv_smul₀ (Complex.ofReal_ne_zero.mpr hcos.ne'), add_sub_cancel]
  obtain ⟨g, b, h, hψ⟩ := key
  refine ⟨g, b, h, hψ, fun k => ?_⟩
  have hk := amplitude_amplification h a k
  rwa [← hψ] at hk

/-- In `ℂ³` the first two basis vectors are good and bad for the operator `e₀ e₀†`, which is
symmetric and idempotent. -/
theorem goodBad_witness :
    let e : Fin 3 → EuclideanSpace ℂ (Fin 3) := fun i => EuclideanSpace.single i 1
    GoodBad (ketBra (e 0)) (e 0) (e 1) ∧ (ketBra (e 0)).IsSymmetric ∧
      ketBra (e 0) * ketBra (e 0) = ketBra (e 0) := by
  intro e
  have hap : ∀ x, ketBra (e 0) x = inner ℂ (e 0) x • e 0 := fun _ => rfl
  have hn : ∀ i, ‖e i‖ = 1 := fun i => by simp [e]
  have h00 : inner ℂ (e 0) (e 0) = (1 : ℂ) := by
    rw [inner_self_eq_norm_sq_to_K, hn]; simp
  have h01 : inner ℂ (e 0) (e 1) = (0 : ℂ) := by
    simp [e, EuclideanSpace.inner_single_left]
  refine ⟨⟨hn 0, hn 1, h01, ?_, ?_⟩, ?_, ?_⟩
  · rw [hap, h00, one_smul]
  · rw [hap, h01, zero_smul]
  · intro x y
    simp only [hap, inner_smul_left, inner_smul_right, inner_conj_symm]
    ring
  · refine LinearMap.ext fun x => ?_
    simp only [Module.End.mul_apply, hap, inner_smul_right, h00, mul_one]

end AmplitudeAmplification
```

```lean
#print axioms AmplitudeAmplification.amplifier_planeState
-- 'AmplitudeAmplification.amplifier_planeState' depends on axioms: [propext, Classical.choice, Quot.sound]
#print axioms AmplitudeAmplification.success_after_floor_rounds
-- 'AmplitudeAmplification.success_after_floor_rounds' depends on axioms: [propext, Classical.choice, Quot.sound]
#print axioms AmplitudeAmplification.one_round_exact
-- 'AmplitudeAmplification.one_round_exact' depends on axioms: [propext, Classical.choice, Quot.sound]
#print axioms AmplitudeAmplification.amplification_of_projector
-- 'AmplitudeAmplification.amplification_of_projector' depends on axioms: [propext, Classical.choice, Quot.sound]
```

## States as angles, operators as linear maps

The space `E` is a complex inner product space of any dimension, finite or infinite. Its inner product `inner ℂ x y` is conjugate-linear in the first slot, as in Dirac notation, so `ketBra s` is the operator s s† that sends x to ⟨s, x⟩ s. Operators are elements of `Module.End ℂ E`, their product is composition, and in

G = (2 s s† − 1)(1 − 2P)

the right-hand factor acts first. This G is `amplifier s P`. The factor 1 − 2P is the oracle, which flips the sign of whatever P selects.

The state at angle θ is `planeState g b θ`, written here as

ψ(θ) = sin θ g + cos θ b.

The angle is measured from the bad vector b towards the good vector g, in radians, and may be any real number. The start state is s = ψ(a).

The structure `GoodBad P g b` states that g and b are orthonormal, that Pg = g and that Pb = 0. It does not ask P to be a projector, because the motion in the plane depends only on what P does to g and b. When P is an orthogonal projector, ‖Px‖² is the Born probability that a measurement on the unit vector x gives the outcome "good", and `success_probability` then deserves its name.

The theorem `amplification_of_projector` starts from the physical data instead: an orthogonal projector P (`IsSymmetric` together with P² = P) and a unit vector s with ‖Ps‖ = sin a, where 0 < a < π/2. It produces g and b. Every unit vector with 0 < ‖Ps‖ < 1 has such an angle, and the range of P need not be one-dimensional, so g can be a superposition of many marked states.

Amplitude amplification is the mechanism of Grover's quantum search algorithm, and it can raise the weight of a trial state in a target subspace, here for ideal, noiseless reflections and a known angle a. The theorems count applications of G. They do not treat the circuits that implement the two reflections, the estimation of an unknown a, or the question whether fewer rounds could suffice.

## Two reflections make a rotation

Orthonormality gives the overlap of two states in the plane:

⟨ψ(a), ψ(θ)⟩ = sin a sin θ + cos a cos θ = cos(θ − a).

This is `inner_planeState`. Its proof collects the four inner products of g and b, expands by linearity and uses the subtraction formula for the cosine. With θ = a it shows that s is a unit vector.

The oracle changes only the good component:

(1 − 2P) ψ(θ) = sin θ g + cos θ b − 2 sin θ g = −sin θ g + cos θ b = ψ(−θ).

In `oracle_planeState` the simplifier inserts Pg = g and Pb = 0, and `module` compares the coefficients of g and b.

For the reflection about s, the overlap gives

(2 s s† − 1) ψ(θ) = 2 cos(θ − a) ψ(a) − ψ(θ).

The product-to-sum formulas turn its two components into

2 cos(θ − a) sin a − sin θ = sin(2a − θ),

2 cos(θ − a) cos a − cos θ = cos(2a − θ),

so the result is ψ(2a − θ). In `reflection_planeState` these identities are `h1` and `h2`. They are proved there from the addition and double-angle formulas, and `h1` also needs sin² a + cos² a = 1.

One round therefore takes θ first to −θ and then to 2a + θ:

G ψ(θ) = ψ(θ + 2a).

This is `amplifier_planeState`. The main theorem, `amplitude_amplification`, follows by induction. For k = 0 the claim is s = ψ(a). If G^k s = ψ((2k+1)a), then one more round gives

G^(k+1) s = ψ((2k+1)a + 2a) = ψ((2(k+1)+1)a).

In Lean, `pow_succ'` splits off the newest factor on the left, where it acts last, and the remaining goal is the equality of the two angles. Written out, the result is

G^k s = sin((2k+1)a) g + cos((2k+1)a) b.

## When to stop

Applying P leaves sin((2k+1)a) g, and ‖g‖ = 1, so the success probability after k rounds is sin²((2k+1)a). It does not keep growing: as the angle goes on from π/2 to π, sin² falls from 1 back to 0.

For 0 < a ≤ π/2, `success_after_floor_rounds` takes k = ⌊π/(4a)⌋. By the definition of the floor,

4ak ≤ π < 4a(k + 1).

Halving and rearranging gives

π/2 − a < (2k+1)a ≤ π/2 + a.

The final angle thus misses π/2 by some δ with |δ| ≤ a. Since the cosine decreases on [0, π],

sin((2k+1)a) = cos δ ≥ cos a ≥ 0,

and squaring gives a success probability of at least cos² a. The Lean proof replaces the floor by a natural number k that satisfies the two inequalities and then follows the same steps. The bound is strong for small a and says nothing at a = π/2, where cos a = 0.

At a = π/6 the first round ends at π/6 + π/3 = π/2, which is the opening example and the theorem `one_round_exact`.

## Finding the plane from the projector

Given an orthogonal projector P and a unit vector s with ‖Ps‖ = sin a, set

g = Ps / sin a,  b = (s − Ps) / cos a.

Both denominators are positive because 0 < a < π/2. Idempotency gives P(Ps) = Ps and P(s − Ps) = 0, hence Pg = g and Pb = 0. With symmetry it also gives orthogonality:

⟨Ps, s − Ps⟩ = ⟨Ps, s⟩ − ⟨Ps, Ps⟩ = ⟨Ps, s⟩ − ⟨P(Ps), s⟩ = 0.

By Pythagoras,

1 = ‖Ps‖² + ‖s − Ps‖² = sin² a + ‖s − Ps‖²,

so ‖s − Ps‖ = cos a, and g and b are unit vectors. Finally sin a g + cos a b = Ps + (s − Ps) = s. In `amplification_of_projector` the step `key` checks these properties one by one, after which the main theorem applies.

The last theorem, `goodBad_witness`, gives a concrete case in ℂ³: P = e₀ e₀†, with e₀ as the good vector and e₁ as the bad one. It verifies the `GoodBad` relations and that this P is symmetric and idempotent.

## Eight states, one of them marked

For a uniform superposition of eight basis states with one marked, sin a = 1/√8 and a ≈ 0.361, so π/(4a) ≈ 2.17 and the rule prescribes two rounds. In units of 1/√8 all amplitudes start at 1. The oracle flips the marked amplitude, and the reflection about s replaces each amplitude x by 2m − x, where m is the mean after the flip.

- In round 1 the flip gives −1 and seven times 1, with m = 3/4. The marked amplitude becomes 5/2 and the others 1/2.
- In round 2 the flip gives −5/2 and seven times 1/2, with m = 1/8. The marked amplitude becomes 11/4 and the others −1/4.

The success probability rises from 1/8 to 25/32 and then to 121/128 ≈ 0.945, above the guaranteed cos² a = 7/8. A third round would bring the marked amplitude down to 13/8 and the probability to about 0.33.

## Starting from another state in the plane

Repeating the one-round formula from an arbitrary angle θ, with G still built from s = ψ(a), gives

G^k ψ(θ) = ψ(θ + 2ka).

If the prepared state is off by an angle ε within the plane, so that θ = a + ε, the final angle is off by the same ε after any number of rounds. An error in the reflection about s behaves differently: if both reflections stay exact in form but the second is made about ψ(a + ε), each round advances the angle by 2a + 2ε instead of 2a, and the deviation after k rounds is 2kε.
